# Strain derivative of an s-channel nonlocal energy at fixed coefficients and nonzero wave vectors

If a plane-wave code computes the nonlocal part of its stress with a missing term or a wrong sign, the stress no longer matches the slope of the energy against strain, taken per unit volume. A variable-cell relaxation can then come to rest at a cell where the energy is not stationary. In the s channel there are two contributions to get right: the cell volume in the normalisation changes, and so do the wave-vector lengths at which the projector's form factor is evaluated.

The formula derived here gives both contributions for one separable s projector of a norm-conserving pseudopotential acting on one state, with a fixed finite set of plane waves and fixed coefficients. Divided by the cell volume and multiplied by the state's occupation and k-point weight, it is, up to the sign convention for stress, what this projector and state contribute to the stress used in cell relaxation, under those restrictions.

```lean
import Mathlib

open Matrix Topology ComplexConjugate

namespace SChannelNonlocalStress

noncomputable section
```

## Wave vectors in a deformed cell

A wave vector \(K\) is a triple of real numbers, `Fin 3 → ℝ`, with components numbered 0, 1, 2. It stands for \(k+G\), a Bloch vector plus a reciprocal lattice vector. Its length is

\[
|K|=\sqrt{K\cdot K}.
\]

```lean
/-- Euclidean length of a wave vector. -/
def len (v : Fin 3 → ℝ) : ℝ := Real.sqrt (v ⬝ᵥ v)
```

Let \(\varepsilon\) be a real \(3\times3\) strain matrix and \(t\) a real parameter. The deformation takes a position \(r\) to \((1+t\varepsilon)r\). The phase \(K\cdot r\) of a plane wave at a point moving with the cell stays the same, so \(K\), written as a row vector, becomes

\[
K(t)=K(1+t\varepsilon)^{-1}.
\]

In Lean, `ᵥ*` is the product of a row vector with a matrix.

```lean
/-- The wave vector `K`, a row vector, after the cell is deformed by `1 + t ε`. -/
def strainedK (ε : Matrix (Fin 3) (Fin 3) ℝ) (t : ℝ) (K : Fin 3 → ℝ) : Fin 3 → ℝ :=
  K ᵥ* (1 + t • ε)⁻¹
```

## The projection and its energy

Let \(S\) be a finite set of wave vectors, \(c_K\) complex coefficients and \(f\) the real radial form factor of the projector. The unnormalised projection is

\[
P(t)=\sum_{K\in S}c_K\,f(|K(t)|).
\]

The coefficients do not depend on \(t\). They can include the atom's structure-factor phase, which is unchanged when the atom moves with the cell. The function \(f\) is also fixed, because the projector belongs to the ion and is not stretched with the lattice. Constant angular factors can be absorbed into \(f\) or into the coupling strength.

```lean
/-- The sum `P(t)` of plane-wave coefficients times the radial form factor `f`. -/
def projSum (f : ℝ → ℝ) (c : (Fin 3 → ℝ) → ℂ) (S : Finset (Fin 3 → ℝ))
    (ε : Matrix (Fin 3) (Fin 3) ℝ) (t : ℝ) : ℂ :=
  ∑ K ∈ S, c K * ((f (len (strainedK ε t K)) : ℝ) : ℂ)
```

Let \(\Omega>0\) be the unstrained cell volume. Plane waves normalised in the deformed cell carry the inverse root of its volume, so the projection amplitude is

\[
A(t)=\frac{P(t)}{\sqrt{\Omega\det(1+t\varepsilon)}}.
\]

```lean
/-- Projection of the state on the s projector, normalised by the root of the cell volume. -/
def amplitude (Ω : ℝ) (f : ℝ → ℝ) (c : (Fin 3 → ℝ) → ℂ) (S : Finset (Fin 3 → ℝ))
    (ε : Matrix (Fin 3) (Fin 3) ℝ) (t : ℝ) : ℂ :=
  projSum f c S ε t / ((Real.sqrt (Ω * (1 + t • ε).det) : ℝ) : ℂ)
```

With a real coupling strength \(D\) that does not depend on the strain, the energy is \(E(t)=D|A(t)|^2\). `Complex.normSq` is the squared modulus.

```lean
/-- Nonlocal energy of the s channel with coupling strength `D`. -/
def energy (D Ω : ℝ) (f : ℝ → ℝ) (c : (Fin 3 → ℝ) → ℂ) (S : Finset (Fin 3 → ℝ))
    (ε : Matrix (Fin 3) (Fin 3) ℝ) (t : ℝ) : ℝ :=
  D * Complex.normSq (amplitude Ω f c S ε t)
```

The derivative will contain a second sum, weighted by the slope \(f'\) of the form factor:

\[
Q=\sum_{K\in S}c_K\,f'(|K|)\,\frac{K\cdot\varepsilon K}{|K|}.
\]

```lean
/-- The sum of `c_K f'(|K|) (K · ε K) / |K|` over the plane waves. -/
def stretchSum (f' : ℝ → ℝ) (c : (Fin 3 → ℝ) → ℂ) (S : Finset (Fin 3 → ℝ))
    (ε : Matrix (Fin 3) (Fin 3) ℝ) : ℂ :=
  ∑ K ∈ S, c K * ((f' (len K) * (K ⬝ᵥ ε *ᵥ K) / len K : ℝ) : ℂ)
```

At \(t=0\) the deformation is the identity, so \(K(0)=K\).

```lean
variable {D Ω : ℝ} {f f' : ℝ → ℝ} {c : (Fin 3 → ℝ) → ℂ} {S : Finset (Fin 3 → ℝ)}

/-- Without strain the wave vector is unchanged. -/
theorem strainedK_zero (ε : Matrix (Fin 3) (Fin 3) ℝ) (K : Fin 3 → ℝ) :
    strainedK ε 0 K = K := by
  simp [strainedK]
```

For symmetric \(\varepsilon\), the inverse \((1+t\varepsilon)^{-1}\) is symmetric too, and multiplying from the left or from the right gives the same vector:

\[
K(t)=(1+t\varepsilon)^{-1}K.
\]

This is the usual form for a strain without rotation. The row form lets the theorems below hold for every real matrix \(\varepsilon\).

```lean
/-- For a symmetric strain the deformed wave vector is `(1 + t ε)⁻¹ K`. -/
theorem strainedK_of_symmetric {ε : Matrix (Fin 3) (Fin 3) ℝ} (h : εᵀ = ε) (t : ℝ)
    (K : Fin 3 → ℝ) : strainedK ε t K = (1 + t • ε)⁻¹ *ᵥ K := by
  rw [strainedK, ← Matrix.mulVec_transpose, Matrix.transpose_nonsing_inv,
    Matrix.transpose_add, Matrix.transpose_one, Matrix.transpose_smul, h]
```

## First-order changes of volume and wave vector

Both changes rest on one observation. If \(g\) is continuous at zero, the difference quotient of \(t\,g(t)\) at zero is

\[
\frac{t\,g(t)-0}{t}=g(t)\longrightarrow g(0).
\]

Thus \(t\,g(t)\) has derivative \(g(0)\) there, even if \(g\) is not known to be differentiable. `HasDerivAt F m 0` says that \(F\) is differentiable at zero with derivative \(m\).

```lean
/-- If `g` is continuous at zero, then `t g(t)` has derivative `g(0)` there. -/
theorem hasDerivAt_id_mul {g : ℝ → ℝ} (hg : ContinuousAt g 0) :
    HasDerivAt (fun t => t * g t) (g 0) 0 := by
  rw [hasDerivAt_iff_tendsto_slope]
  refine (hg.tendsto.mono_left nhdsWithin_le_nhds).congr' ?_
  filter_upwards [self_mem_nhdsWithin] with t ht
  have h0 : t ≠ 0 := ht
  rw [slope_def_field, zero_mul, sub_zero, sub_zero, mul_div_cancel_left₀ _ h0]
```

For the volume, expand the determinant:

\[
\det(1+t\varepsilon)=1+t\left(\operatorname{tr}\varepsilon+t\,m_2+t^2\det\varepsilon\right),
\]

where \(m_2\) is the sum of the principal \(2\times2\) minors of \(\varepsilon\). The bracket is continuous and equals \(\operatorname{tr}\varepsilon\) at \(t=0\), which is therefore the derivative. The proof checks the expansion with `ring` and applies the preceding lemma.

```lean
/-- The relative cell volume changes at first order by the trace of the strain. -/
theorem hasDerivAt_volume (ε : Matrix (Fin 3) (Fin 3) ℝ) :
    HasDerivAt (fun t : ℝ => (1 + t • ε).det) ε.trace 0 := by
  have h : (fun t : ℝ => (1 + t • ε).det) = fun t => 1 + t * (ε.trace
      + t * (ε 0 0 * ε 1 1 - ε 0 1 * ε 1 0 + ε 0 0 * ε 2 2 - ε 0 2 * ε 2 0
        + ε 1 1 * ε 2 2 - ε 1 2 * ε 2 1) + t ^ 2 * ε.det) := by
    funext t
    simp [Matrix.det_fin_three, Matrix.trace_fin_three]
    ring
  rw [h]
  exact ((hasDerivAt_id_mul (by fun_prop)).const_add 1).congr_deriv (by simp)
```

For the wave vector, start from \(K=K(1+t\varepsilon)(1+t\varepsilon)^{-1}\) and multiply out the first product:

\[
K=K(t)+t\,(K\varepsilon)(1+t\varepsilon)^{-1},
\qquad
K(t)=K-t\,(K\varepsilon)(1+t\varepsilon)^{-1}.
\]

The factor after \(t\) is continuous at zero and equals \(K\varepsilon\) there, so \(K'(0)=-K\varepsilon\).

In the proof, `hc` obtains the continuity by writing the inverse as the adjugate divided by the determinant. The identity `key` holds near zero, where the determinant is nonzero and the inverse exists.

```lean
/-- Each component of the wave vector changes at first order by minus that of `K ε`. -/
theorem hasDerivAt_strainedK (ε : Matrix (Fin 3) (Fin 3) ℝ) (K : Fin 3 → ℝ) (i : Fin 3) :
    HasDerivAt (fun t => strainedK ε t K i) (-(K ᵥ* ε) i) 0 := by
  have hA : Continuous (fun t : ℝ => 1 + t • ε) :=
    continuous_const.add (continuous_id.smul continuous_const)
  have hdet : (1 + (0 : ℝ) • ε).det ≠ 0 := by simp
  -- the inverse is continuous, being the adjugate over the determinant
  have hc : ContinuousAt (fun t => strainedK ε t (K ᵥ* ε) i) 0 := by
    have he : (fun t => strainedK ε t (K ᵥ* ε) i) = fun t : ℝ =>
        ((1 + t • ε).det)⁻¹ * ((K ᵥ* ε) ᵥ* (1 + t • ε).adjugate) i := by
      funext t
      rw [strainedK, Matrix.inv_def, Ring.inverse_eq_inv', Matrix.vecMul_smul,
        Pi.smul_apply, smul_eq_mul]
    rw [he]
    exact (hA.matrix_det.continuousAt.inv₀ hdet).mul ((continuous_apply i).comp
      (continuous_const.matrix_vecMul hA.matrix_adjugate)).continuousAt
  have key : (fun t => strainedK ε t K i) =ᶠ[𝓝 0]
      fun t => K i - t * strainedK ε t (K ᵥ* ε) i := by
    filter_upwards [hA.matrix_det.continuousAt.eventually_ne hdet] with t ht
    have h1 : (K ᵥ* (1 + t • ε)) ᵥ* (1 + t • ε)⁻¹ = K := by
      rw [Matrix.vecMul_vecMul, Matrix.mul_nonsing_inv _ (isUnit_iff_ne_zero.mpr ht),
        Matrix.vecMul_one]
    rw [Matrix.vecMul_add, Matrix.vecMul_one, Matrix.vecMul_smul, Matrix.add_vecMul,
      Matrix.smul_vecMul] at h1
    have h2 := congrFun h1 i
    simp only [Pi.add_apply, Pi.smul_apply, smul_eq_mul] at h2
    simp only [strainedK]
    linarith
  refine (((hasDerivAt_id_mul hc).const_sub (K i)).congr_of_eventuallyEq key).congr_deriv ?_
  simp only [strainedK_zero]
```

## Change of length and of the projection

The product rule gives

\[
\frac{d}{dt}\bigl(K(t)\cdot K(t)\bigr)\Big|_{t=0}
=-2(K\varepsilon)\cdot K=-2\,K\cdot\varepsilon K.
\]

Since \(K\neq0\), the square root is differentiable at \(K\cdot K>0\), and

\[
\frac{d|K(t)|}{dt}\Big|_{t=0}
=\frac{-2\,K\cdot\varepsilon K}{2|K|}
=-\frac{K\cdot\varepsilon K}{|K|}.
\]

A stretch along \(K\) shortens the wave vector. The Lean fact `h2` is the derivative of the squared length, and `h2.sqrt` takes the root.

```lean
/-- The length of a nonzero wave vector has strain derivative `-(K · ε K) / |K|`. -/
theorem hasDerivAt_len (ε : Matrix (Fin 3) (Fin 3) ℝ) {K : Fin 3 → ℝ} (hK : K ≠ 0) :
    HasDerivAt (fun t => len (strainedK ε t K)) (-(K ⬝ᵥ ε *ᵥ K) / len K) 0 := by
  have hpos : K ⬝ᵥ K ≠ 0 := fun h => hK (dotProduct_self_eq_zero.mp h)
  have h2 : HasDerivAt (fun t => strainedK ε t K ⬝ᵥ strainedK ε t K)
      (-2 * (K ⬝ᵥ ε *ᵥ K)) 0 := by
    refine (HasDerivAt.fun_sum (u := Finset.univ) (fun (i : Fin 3) _ =>
      (hasDerivAt_strainedK ε K i).fun_mul (hasDerivAt_strainedK ε K i))).congr_deriv ?_
    rw [Matrix.dotProduct_mulVec]
    simp only [strainedK_zero, dotProduct, Finset.mul_sum]
    exact Finset.sum_congr rfl fun i _ => by ring
  refine (h2.sqrt (by simpa only [strainedK_zero] using hpos)).congr_deriv ?_
  simp only [strainedK_zero, len]
  ring
```

The chain rule applied to each term, followed by the finite sum, gives

\[
P'(0)=-\sum_{K\in S}c_K\,f'(|K|)\,\frac{K\cdot\varepsilon K}{|K|}=-Q.
\]

Two hypotheses enter. `hS` says that every wave vector in \(S\) is nonzero. `hf` says that \(f\) has derivative \(f'(|K|)\) at each length that occurs; smoothness elsewhere is not required. `hcomp` is the chain rule for one term.

A Γ-point basis normally contains \(K=0\), which `hS` excludes. That vector stays zero under strain, so its term would add a constant to \(P\) and nothing to \(P'\).

```lean
/-- The projection sum `P` has strain derivative minus the stretch sum. -/
theorem hasDerivAt_projSum (ε : Matrix (Fin 3) (Fin 3) ℝ) (hS : ∀ K ∈ S, K ≠ 0)
    (hf : ∀ K ∈ S, HasDerivAt f (f' (len K)) (len K)) :
    HasDerivAt (projSum f c S ε) (-stretchSum f' c S ε) 0 := by
  have hcomp : ∀ K ∈ S, HasDerivAt (fun t => f (len (strainedK ε t K)))
      (f' (len K) * (-(K ⬝ᵥ ε *ᵥ K) / len K)) 0 := by
    intro K hK
    have h0 : HasDerivAt f (f' (len K)) (len (strainedK ε 0 K)) := by
      rw [strainedK_zero]
      exact hf K hK
    exact h0.comp (0 : ℝ) (hasDerivAt_len ε (hS K hK))
  refine (HasDerivAt.fun_sum (u := S) (fun K hK =>
    ((hcomp K hK).ofReal_comp).const_mul (c K))).congr_deriv ?_
  rw [stretchSum, ← Finset.sum_neg_distrib]
  refine Finset.sum_congr rfl fun K _ => ?_
  push_cast
  ring
```

## The energy derivative

Where the deformed volume is positive, squaring the amplitude removes the square root:

\[
E(t)=\frac{D\,|P(t)|^2}{\Omega\det(1+t\varepsilon)}.
\]

```lean
/-- For positive deformed volume the energy is `D |P|² / (Ω det(1 + t ε))`. -/
theorem energy_eq (ε : Matrix (Fin 3) (Fin 3) ℝ) {t : ℝ} (hV : 0 < Ω * (1 + t • ε).det) :
    energy D Ω f c S ε t
      = D * Complex.normSq (projSum f c S ε t) / (Ω * (1 + t • ε).det) := by
  rw [energy, amplitude, Complex.normSq_div, Complex.normSq_ofReal,
    Real.mul_self_sqrt hV.le, mul_div_assoc]
```

Write \(\overline{P}\) for the complex conjugate of \(P\). Then

\[
\frac{d|P|^2}{dt}\Big|_{t=0}
=2\operatorname{Re}\bigl[\overline{P(0)}\,P'(0)\bigr]
=-2\operatorname{Re}\bigl[\overline{P(0)}\,Q\bigr].
\]

At \(t=0\) the volume is \(\Omega\) and its derivative is \(\Omega\operatorname{tr}\varepsilon\). The quotient rule gives

\[
E'(0)=\frac{-2D\operatorname{Re}[\overline{P(0)}\,Q]\;\Omega-D|P(0)|^2\,\Omega\operatorname{tr}\varepsilon}{\Omega^2},
\]

and since \(E(0)=D|P(0)|^2/\Omega\),

\[
E'(0)=-\operatorname{tr}(\varepsilon)\,E(0)
-\frac{2D}{\Omega}\operatorname{Re}\bigl[\overline{P(0)}\,Q\bigr].
\]

The theorem `hasDerivAt_energy` states this for any real \(D\), any real \(\varepsilon\) and \(\Omega>0\), under `hS` and `hf`. In its proof, `hN` differentiates \(|P|^2\) through the real and imaginary parts, and `hq` is the quotient rule. The fact `hev` shows that the volume stays positive near \(t=0\), so the quotient form may replace the defined energy there.

```lean
/-- The derivative of the nonlocal s-channel energy at zero strain is a volume term `-tr(ε) E` plus
a term from the change of the wave-vector lengths. -/
theorem hasDerivAt_energy (ε : Matrix (Fin 3) (Fin 3) ℝ) (hΩ : 0 < Ω)
    (hS : ∀ K ∈ S, K ≠ 0) (hf : ∀ K ∈ S, HasDerivAt f (f' (len K)) (len K)) :
    HasDerivAt (energy D Ω f c S ε) (-ε.trace * energy D Ω f c S ε 0
      - 2 * D / Ω * (conj (projSum f c S ε 0) * stretchSum f' c S ε).re) 0 := by
  have hP := hasDerivAt_projSum (c := c) ε hS hf
  have hre : HasDerivAt (fun t => (projSum f c S ε t).re) (-stretchSum f' c S ε).re 0 :=
    Complex.reCLM.hasFDerivAt.comp_hasDerivAt (0 : ℝ) hP
  have him : HasDerivAt (fun t => (projSum f c S ε t).im) (-stretchSum f' c S ε).im 0 :=
    Complex.imCLM.hasFDerivAt.comp_hasDerivAt (0 : ℝ) hP
  have hN : HasDerivAt (fun t => Complex.normSq (projSum f c S ε t))
      (-2 * (conj (projSum f c S ε 0) * stretchSum f' c S ε).re) 0 := by
    simp only [Complex.normSq_apply]
    refine ((hre.fun_mul hre).fun_add (him.fun_mul him)).congr_deriv ?_
    simp only [Complex.mul_re, Complex.conj_re, Complex.conj_im, Complex.neg_re,
      Complex.neg_im]
    ring
  have h1 : (1 + (0 : ℝ) • ε).det = 1 := by simp
  have hV0 : 0 < Ω * (1 + (0 : ℝ) • ε).det := by rw [h1, mul_one]; exact hΩ
  have hq := (hN.const_mul D).fun_div ((hasDerivAt_volume ε).const_mul Ω) hV0.ne'
  -- the volume stays positive for small strain, so the quotient form applies
  have hev : ∀ᶠ t in 𝓝 (0 : ℝ), 0 < (1 + t • ε).det :=
    (hasDerivAt_volume ε).continuousAt.tendsto.eventually_const_lt (by simp)
  refine (hq.congr_of_eventuallyEq ?_).congr_deriv ?_
  · filter_upwards [hev] with t ht
    exact energy_eq ε (mul_pos hΩ ht)
  · rw [energy_eq ε hV0]
    simp only [h1, mul_one]
    field_simp
    ring
```

The smallest nontrivial case is a single plane wave \(K\) under the isotropic strain \(\varepsilon=1\). Then \(\operatorname{tr}\varepsilon=3\) and \(K\cdot\varepsilon K/|K|=|K|\), so the formula reads

\[
E'(0)=-3E(0)-\frac{2D|c_K|^2}{\Omega}\,f(|K|)\,f'(|K|)\,|K|.
\]

Differentiating \(D|c_K|^2 f\bigl(|K|/(1+t)\bigr)^2/\bigl(\Omega(1+t)^3\bigr)\) directly gives the same value. For an empty set \(S\), the energy and its derivative are both zero.

The fixed coefficients and the fixed set \(S\) limit what the derivative describes. For a converged variational state whose normalisation condition on the coefficients does not depend on strain, as with norm-conserving pseudopotentials, the first-order response of the coefficients cancels in the derivative of the total energy, though not in general in this term alone. A basis chosen by a fixed kinetic-energy cutoff can gain or lose plane waves as the cell deforms, and that change is not part of the model.

## Cartesian components

To read off the component \(ab\), take the matrix with a single entry 1 in row \(a\) and column \(b\), written `Matrix.single a b 1`. Its trace is \(\delta_{ab}\), which is 1 for \(a=b\) and 0 otherwise, and \(K\cdot\varepsilon K=K_aK_b\). Hence

\[
E'(0)=-\delta_{ab}E(0)-\frac{2D}{\Omega}\operatorname{Re}\Bigl[\overline{P(0)}\sum_{K\in S}c_K f'(|K|)\frac{K_aK_b}{|K|}\Bigr].
\]

For \(a\neq b\) this matrix is not symmetric. The symmetric strain with \(\tfrac12\) in both off-diagonal positions has the same trace and the same \(K\cdot\varepsilon K\), so it gives the same derivative. Dividing by \(\Omega\) and multiplying by the state's occupation and k-point weight gives the contribution of this projector and state to the stress component \(ab\), up to the sign convention for stress.

The proof computes the trace in `ht` and the quadratic form in `hk` by going through the nine index pairs, then substitutes both into the general theorem.

```lean
/-- Cartesian component `a b` of the strain derivative of the energy. -/
theorem hasDerivAt_energy_component (a b : Fin 3) (hΩ : 0 < Ω)
    (hS : ∀ K ∈ S, K ≠ 0) (hf : ∀ K ∈ S, HasDerivAt f (f' (len K)) (len K)) :
    HasDerivAt (energy D Ω f c S (Matrix.single a b 1))
      (-(if a = b then 1 else 0) * energy D Ω f c S (Matrix.single a b 1) 0
      - 2 * D / Ω * (conj (projSum f c S (Matrix.single a b 1) 0)
        * ∑ K ∈ S, c K * ((f' (len K) * (K a * K b) / len K : ℝ) : ℂ)).re) 0 := by
  have ht : (Matrix.single a b (1 : ℝ)).trace = if a = b then 1 else 0 := by
    fin_cases a <;> fin_cases b <;> simp [Matrix.trace_fin_three, Matrix.single]
  have hk : ∀ K : Fin 3 → ℝ, K ⬝ᵥ Matrix.single a b (1 : ℝ) *ᵥ K = K a * K b := by
    intro K
    fin_cases a <;> fin_cases b <;>
      simp [dotProduct, Matrix.mulVec, Fin.sum_univ_three, Matrix.single]
  refine (hasDerivAt_energy (Matrix.single a b 1) hΩ hS hf).congr_deriv ?_
  simp only [stretchSum, ht, hk]


end

end SChannelNonlocalStress
```

```lean
#print axioms SChannelNonlocalStress.strainedK_of_symmetric
#print axioms SChannelNonlocalStress.hasDerivAt_energy
#print axioms SChannelNonlocalStress.hasDerivAt_energy_component
```

```
'SChannelNonlocalStress.strainedK_of_symmetric' depends on axioms: [propext, Classical.choice, Quot.sound]
'SChannelNonlocalStress.hasDerivAt_energy' depends on axioms: [propext, Classical.choice, Quot.sound]
'SChannelNonlocalStress.hasDerivAt_energy_component' depends on axioms: [propext, Classical.choice, Quot.sound]
```
